# For velocities closed under multiplication by i, McLachlan's principle gives Re⟨d, Hx⟩ = 0

Let \(x\) be a state vector, not necessarily normalised, and \(H\) a time-independent Hamiltonian, with \(\hbar=1\) and \(\langle\cdot,\cdot\rangle\) conjugate-linear in its first slot. The exact velocity is \(-iHx\). My ansatz only allows velocities in a real vector space \(U\), so I use McLachlan's principle: take the \(d\in U\) that minimises \(\|d+iHx\|\).

With complex parameters my energy \(\langle x,Hx\rangle\) stays constant. With real parameters it sometimes drifts, even though I solve the same minimisation problem with the same Hermitian \(H\). Is this a bug, or can the best available velocity really change the energy?

## The best velocity can change the energy if \(U\) is only real

It need not be a bug. For bounded symmetric \(H\) and a differentiable curve with velocity \(d\), the product rule gives

\[
\frac{d}{dt}\langle x,Hx\rangle=\langle d,Hx\rangle+\langle x,Hd\rangle=2\,\mathrm{Re}\langle d,Hx\rangle ,
\]

so the question is whether \(\mathrm{Re}\langle d,Hx\rangle\) vanishes. Write \(r=d+iHx\) for the residual. For \(u\in U\) and real \(t\), the vector \(d+tu\) is also allowed, and

\[
\|tu+r\|^2=t^2\|u\|^2+2t\,\mathrm{Re}\langle u,r\rangle+\|r\|^2 .
\]

Minimality says that \(t^2\|u\|^2+2t\,\mathrm{Re}\langle u,r\rangle\ge 0\) for every \(t\). The discriminant \(4(\mathrm{Re}\langle u,r\rangle)^2\) is therefore at most zero, and \(\mathrm{Re}\langle u,r\rangle=0\). Conversely, if this holds on all of \(U\), then \(\|u+iHx\|^2=\|u-d\|^2+\|r\|^2\ge\|r\|^2\), so \(d\) is a minimiser. It is the only one: for two minimisers \(d,d'\), subtracting their conditions with \(u=d-d'\) gives \(\|d-d'\|^2=0\).

Now suppose that \(iu\in U\) whenever \(u\in U\). Testing with \(iu\) gives

\[
0=\mathrm{Re}\langle iu,r\rangle=\mathrm{Re}\bigl(-i\langle u,r\rangle\bigr)=\mathrm{Im}\langle u,r\rangle ,
\]

hence \(\langle u,r\rangle=0\), the Dirac–Frenkel condition. With \(u=d\) it reads \(\|d\|^2+i\langle d,Hx\rangle=0\), and its imaginary part is \(\mathrm{Re}\langle d,Hx\rangle=0\).

## A two-level example with drift

Take \(H=\mathrm{diag}(0,1)\), \(x=(1,1)\) and \(U\) the real span of \((0,1-i)\). For \(u=c(0,1-i)\),

\[
\|u+iHx\|^2=|c+i(1-c)|^2=c^2+(1-c)^2 ,
\]

which is smallest at \(c=1/2\). So \(d=(0,(1-i)/2)\) and \(\mathrm{Re}\langle d,Hx\rangle=1/2\). Being a real subspace is thus not enough, even for symmetric \(H\).

Here \(\|x\|^2=2\), and \(\langle x,Hx\rangle\) grows at rate 1. The norm changes too: \(\|x\|^2\) also grows at rate \(2\,\mathrm{Re}\langle d,x\rangle=1\). The normalised energy \(\langle x,Hx\rangle/\|x\|^2\) therefore changes at rate \((1\cdot2-1\cdot1)/4=1/4\).

At the extremes there is no drift: \(U=\{0\}\) gives \(d=0\), and \(U\) equal to the whole space gives the exact velocity \(d=-iHx\).

## When every Hamiltonian must be free of drift

A particular \(H\) and \(x\) may show no drift although \(U\) is not closed under \(i\). Requiring \(\mathrm{Re}\langle d,Hx\rangle=0\) for all symmetric \(H\), all \(x\) and every minimiser does force closure, provided that vectors can be projected orthogonally onto \(U\).

To see this, split \(iu=p+r\), where now \(p\in U\) and \(\mathrm{Re}\langle v,r\rangle=0\) for all \(v\in U\). Choose \(H=1\) and \(x=i(u+r)\). The velocity \(u\) leaves the residual \(-r\), so \(u\) is the minimiser. The vanishing rate says

\[
0=\mathrm{Re}\langle u,i(u+r)\rangle=-\mathrm{Im}\langle u,r\rangle ,
\]

while \(\|r\|^2=\mathrm{Re}\langle iu-p,r\rangle=\mathrm{Im}\langle u,r\rangle\). Hence \(r=0\) and \(iu=p\in U\). For \(H=1\) the quantity \(\langle x,Hx\rangle\) is \(\|x\|^2\), so this argument detects a drift of the norm. Neither direction carries over to the normalised energy. On \(\mathbb C\) with \(U=\mathbb R\) that energy never changes, yet \(U\) is not closed under \(i\). And for \(H=\mathrm{diag}(0,1)\), \(x=(1,i)\) and \(U\) the complex span of \((1,1)\), the minimiser is \(d=(1,1)/2\): \(\langle x,Hx\rangle\) has rate 0, but \(\|x\|^2\) grows at rate 1, so the normalised energy changes at rate \(-1/4\). If \(U\) is closed under \(i\) and also contains \(x\), the norm has rate zero too, because the Dirac–Frenkel condition with \(u=x\) gives \(\mathrm{Re}\langle x,d\rangle=\mathrm{Im}\langle x,Hx\rangle=0\) for symmetric \(H\).

## The statements in Lean

`E` is a complex inner product space of any dimension. `H : E →ₗ[ℂ] E` is a linear operator defined on all of it, and `U : Submodule ℝ E` is closed under real linear combinations only. `IsMcLachlan H U x d` says that `d` lies in `U` and minimises the residual norm. Closure under \(i\) is the hypothesis `∀ u ∈ U, I • u ∈ U`.

The main result, `re_inner_eq_zero`, needs no symmetry of `H`. Symmetry enters in `hasDerivAt_energy`, which reads the number as half an energy rate, for a continuous `H` and a curve differentiable at `t`. Without symmetry that reading fails: on \(\mathbb C\) with \(H=i\) and \(x(t)=1+it\), \(\mathrm{Re}\langle x,Hx\rangle\) is always zero, but \(2\,\mathrm{Re}\langle d,Hx\rangle=2\) at \(t=0\).

In `closed_under_I_iff`, the hypothesis `hP` supplies the projections; it holds automatically for finite-dimensional `U`.

Everything concerns a single instant. In an application `U` is the tangent space of the ansatz at `x`, but the file ties it to no manifold. It assumes a minimiser where one is needed and constructs no trajectory. Unbounded Hamiltonians with a restricted domain and time-step errors are also left aside.

```lean
import Mathlib

open Complex
open scoped InnerProductSpace

namespace McLachlanPrinciple

variable {E : Type*} [NormedAddCommGroup E] [InnerProductSpace ℂ E]

/-- McLachlan's principle: among the velocities in the real subspace `U`, the velocity `d`
makes the residual `‖d + iHx‖` of the Schrödinger equation smallest. -/
def IsMcLachlan (H : E →ₗ[ℂ] E) (U : Submodule ℝ E) (x d : E) : Prop :=
  d ∈ U ∧ ∀ u ∈ U, ‖d + I • H x‖ ≤ ‖u + I • H x‖

/-- The squared norm of `t u + r` is a quadratic polynomial in the real number `t`. -/
theorem norm_sq_smul_add (u r : E) (t : ℝ) :
    ‖t • u + r‖ ^ 2 = t ^ 2 * ‖u‖ ^ 2 + 2 * t * (⟪u, r⟫_ℂ).re + ‖r‖ ^ 2 := by
  rw [← Complex.coe_smul, norm_add_sq (𝕜 := ℂ), inner_smul_left, norm_smul, mul_pow]
  simp only [Complex.norm_real, Real.norm_eq_abs, sq_abs, Complex.conj_ofReal,
    RCLike.re_eq_complex_re, Complex.re_ofReal_mul]
  ring

/-- A velocity in `U` obeys McLachlan's principle exactly when the real part of the overlap
of the residual with every velocity in `U` vanishes. -/
theorem isMcLachlan_iff {H : E →ₗ[ℂ] E} {U : Submodule ℝ E} {x d : E} :
    IsMcLachlan H U x d ↔ d ∈ U ∧ ∀ u ∈ U, (⟪u, d + I • H x⟫_ℂ).re = 0 := by
  constructor
  · rintro ⟨hd, hmin⟩
    refine ⟨hd, fun u hu => ?_⟩
    -- the quadratic in `t` is nonnegative, so its discriminant is not positive
    have hq : ∀ t : ℝ, 0 ≤ ‖u‖ ^ 2 * (t * t) + 2 * (⟪u, d + I • H x⟫_ℂ).re * t + 0 := by
      intro t
      have h1 := hmin (t • u + d) (U.add_mem (U.smul_mem t hu) hd)
      rw [add_assoc] at h1
      have h2 := pow_le_pow_left₀ (norm_nonneg _) h1 2
      rw [norm_sq_smul_add] at h2
      linarith
    have hdisc := discrim_le_zero hq
    unfold discrim at hdisc
    have hsq : (⟪u, d + I • H x⟫_ℂ).re ^ 2 = 0 :=
      le_antisymm (by linarith) (sq_nonneg _)
    exact pow_eq_zero_iff (two_ne_zero) |>.1 hsq
  · rintro ⟨hd, h⟩
    refine ⟨hd, fun u hu => (sq_le_sq₀ (norm_nonneg _) (norm_nonneg _)).1 ?_⟩
    have h1 := norm_sq_smul_add (u - d) (d + I • H x) 1
    have e : (1 : ℝ) • (u - d) + (d + I • H x) = u + I • H x := by
      rw [one_smul]; abel
    rw [e, h _ (U.sub_mem hu hd)] at h1
    nlinarith [sq_nonneg ‖u - d‖]

/-- At most one velocity obeys McLachlan's principle. -/
theorem IsMcLachlan.unique {H : E →ₗ[ℂ] E} {U : Submodule ℝ E} {x d d' : E}
    (h : IsMcLachlan H U x d) (h' : IsMcLachlan H U x d') : d = d' := by
  have hm := U.sub_mem h.1 h'.1
  have h1 := (isMcLachlan_iff.1 h).2 _ hm
  have h2 := (isMcLachlan_iff.1 h').2 _ hm
  have e : ⟪d - d', d - d'⟫_ℂ
      = ⟪d - d', d + I • H x⟫_ℂ - ⟪d - d', d' + I • H x⟫_ℂ := by
    rw [← inner_sub_right, add_sub_add_right_eq_sub]
  have hre : (⟪d - d', d - d'⟫_ℂ).re = 0 := by
    rw [e, Complex.sub_re, h1, h2, sub_zero]
  exact sub_eq_zero.1 ((inner_self_eq_zero (𝕜 := ℂ)).1
    (Complex.ext hre (inner_self_im (𝕜 := ℂ) (d - d'))))

/-- If `U` is closed under multiplication by `i`, McLachlan's principle for a velocity `d` in `U` is
equivalent to the Dirac-Frenkel condition that the residual is orthogonal to `U` in the complex
sense. -/
theorem isMcLachlan_iff_diracFrenkel {H : E →ₗ[ℂ] E} {U : Submodule ℝ E} {x d : E}
    (hU : ∀ u ∈ U, I • u ∈ U) :
    IsMcLachlan H U x d ↔ d ∈ U ∧ ∀ u ∈ U, ⟪u, d + I • H x⟫_ℂ = 0 := by
  rw [isMcLachlan_iff]
  refine and_congr_right fun _ => ⟨fun h u hu => ?_, fun h u hu => by rw [h u hu, zero_re]⟩
  -- testing with `i u` gives the imaginary part
  have h2 := h (I • u) (hU u hu)
  rw [inner_smul_left] at h2
  simp only [conj_I, mul_re, neg_re, neg_im, I_re, I_im] at h2
  exact Complex.ext (h u hu) (by rw [zero_im]; linarith)

/-- If `U` is closed under multiplication by `i`, the McLachlan velocity `d` satisfies
`Re ⟨d, Hx⟩ = 0`. -/
theorem re_inner_eq_zero {H : E →ₗ[ℂ] E} {U : Submodule ℝ E} {x d : E}
    (hU : ∀ u ∈ U, I • u ∈ U) (h : IsMcLachlan H U x d) : (⟪d, H x⟫_ℂ).re = 0 := by
  have h1 := ((isMcLachlan_iff_diracFrenkel hU).1 h).2 d h.1
  rw [inner_add_right, inner_smul_right] at h1
  have h0 : (⟪d, d⟫_ℂ).im = 0 := inner_self_im (𝕜 := ℂ) d
  have h2 := congrArg Complex.im h1
  simp only [add_im, mul_im, I_re, I_im, zero_im, h0] at h2
  linarith

/-- For a bounded symmetric Hamiltonian, the energy `⟨x, Hx⟩` along a curve with velocity `d`
changes at the rate `2 Re ⟨d, Hx⟩`. -/
theorem hasDerivAt_energy (H : E →L[ℂ] E) (hH : (H : E →ₗ[ℂ] E).IsSymmetric)
    {x : ℝ → E} {d : E} {t : ℝ} (hx : HasDerivAt x d t) :
    HasDerivAt (fun s => (⟪x s, H (x s)⟫_ℂ).re) (2 * (⟪d, H (x t)⟫_ℂ).re) t := by
  have hHx : HasDerivAt (fun s => H (x s)) (H d) t :=
    (H.restrictScalars ℝ).hasFDerivAt.comp_hasDerivAt t hx
  -- symmetry makes the real parts of the two terms of the product rule equal
  have hs : (⟪x t, H d⟫_ℂ).re = (⟪d, H (x t)⟫_ℂ).re := by
    rw [← inner_conj_symm (x t) (H d), Complex.conj_re]
    exact congrArg Complex.re (hH d (x t))
  refine (Complex.reCLM.hasFDerivAt.comp_hasDerivAt t (hx.inner ℂ hHx)).congr_deriv ?_
  change (⟪x t, H d⟫_ℂ + ⟪d, H (x t)⟫_ℂ).re = _
  rw [Complex.add_re, hs]
  ring

/-- Let every vector have an orthogonal projection onto the real subspace `U`, with respect to the
real part of the inner product. Then `U` is closed under multiplication by `i` exactly when
`Re ⟨d, Hx⟩ = 0` for all symmetric `H`, all `x` and every McLachlan velocity `d`. -/
theorem closed_under_I_iff (U : Submodule ℝ E)
    (hP : ∀ w : E, ∃ p ∈ U, ∀ v ∈ U, (⟪v, w - p⟫_ℂ).re = 0) :
    (∀ u ∈ U, I • u ∈ U) ↔ ∀ H : E →ₗ[ℂ] E, H.IsSymmetric →
      ∀ x d, IsMcLachlan H U x d → (⟪d, H x⟫_ℂ).re = 0 := by
  refine ⟨fun hU H _ x d h => re_inner_eq_zero hU h, fun h u hu => ?_⟩
  -- split `i u` into its projection `p` and a remainder `r`
  obtain ⟨p, hp, hr'⟩ := hP (I • u)
  obtain ⟨r, hrdef⟩ : ∃ r, r = I • u - p := ⟨_, rfl⟩
  rw [← hrdef] at hr'
  -- for `H = 1` and `x = i (u + r)` the McLachlan velocity is `u`
  have e : u + I • (LinearMap.id : E →ₗ[ℂ] E) (I • (u + r)) = -r := by
    rw [LinearMap.id_apply, smul_smul, I_mul_I]
    module
  have hm : IsMcLachlan LinearMap.id U (I • (u + r)) u :=
    isMcLachlan_iff.2 ⟨hu, fun v hv => by
      rw [e, inner_neg_right, neg_re, hr' v hv, neg_zero]⟩
  have h1 := h LinearMap.id (fun _ _ => rfl) _ _ hm
  have h0 : (⟪u, u⟫_ℂ).im = 0 := inner_self_im (𝕜 := ℂ) u
  rw [LinearMap.id_apply, inner_smul_right, inner_add_right] at h1
  simp only [mul_re, add_re, add_im, I_re, I_im, h0] at h1
  have h3 : (⟪I • u - p, r⟫_ℂ).re = 0 := by
    rw [inner_sub_left, inner_smul_left, sub_re, hr' p hp]
    simp only [conj_I, mul_re, neg_re, neg_im, I_re, I_im]
    linarith
  rw [← hrdef] at h3
  have hr0 : r = 0 := (inner_self_eq_zero (𝕜 := ℂ)).1
    (Complex.ext h3 (inner_self_im (𝕜 := ℂ) r))
  rw [sub_eq_zero.1 (hrdef.symm.trans hr0)]
  exact hp

/-- The two-level Hamiltonian `diag(0, 1)`. -/
def twoLevel : EuclideanSpace ℂ (Fin 2) →ₗ[ℂ] EuclideanSpace ℂ (Fin 2) where
  toFun v := !₂[0, v 1]
  map_add' v w := by ext i; fin_cases i <;> simp
  map_smul' c v := by ext i; fin_cases i <;> simp

/-- For the symmetric Hamiltonian `diag(0, 1)`, the state `x = (1, 1)` and the real span of
`(0, 1 - i)`, the McLachlan velocity is `d = (0, (1 - i)/2)`, and `Re ⟨d, Hx⟩ = 1/2`. -/
theorem twoLevel_rate :
    twoLevel.IsSymmetric ∧
    IsMcLachlan twoLevel (Submodule.span ℝ {!₂[0, 1 - I]}) !₂[1, 1] !₂[0, (1 - I) / 2] ∧
    (⟪!₂[0, (1 - I) / 2], twoLevel !₂[1, 1]⟫_ℂ).re = 1 / 2 := by
  have hx : twoLevel !₂[1, 1] = !₂[0, 1] := rfl
  refine ⟨fun v w => ?_, isMcLachlan_iff.2 ⟨?_, fun u hu => ?_⟩, ?_⟩
  · simp [twoLevel, PiLp.inner_apply, Fin.sum_univ_two]
  · refine Submodule.mem_span_singleton.2 ⟨1 / 2, ?_⟩
    ext i
    fin_cases i
    · simp
    · simp [Complex.real_smul]
      ring
  · obtain ⟨c, rfl⟩ := Submodule.mem_span_singleton.1 hu
    -- the residual is orthogonal to the spanning vector in the real sense
    have key : (⟪!₂[0, 1 - I], !₂[0, (1 - I) / 2] + I • !₂[0, 1]⟫_ℂ).re = 0 := by
      simp [PiLp.inner_apply, Fin.sum_univ_two]
      norm_num
    rw [hx, ← Complex.coe_smul, inner_smul_left, Complex.conj_ofReal,
      Complex.re_ofReal_mul, key, mul_zero]
  · have h2 : (starRingEnd ℂ) 2 = 2 := Complex.conj_eq_iff_im.2 (by norm_num)
    have e : (1 + I) / 2 = ((1 / 2 : ℝ) : ℂ) * (1 + I) := by
      push_cast
      ring
    rw [hx]
    simp [PiLp.inner_apply, Fin.sum_univ_two]
    rw [h2, e, Complex.re_ofReal_mul]
    simp

end McLachlanPrinciple
```

```lean
#print axioms McLachlanPrinciple.IsMcLachlan.unique
-- 'McLachlanPrinciple.IsMcLachlan.unique' depends on axioms: [propext, Classical.choice, Quot.sound]
#print axioms McLachlanPrinciple.hasDerivAt_energy
-- 'McLachlanPrinciple.hasDerivAt_energy' depends on axioms: [propext, Classical.choice, Quot.sound]
#print axioms McLachlanPrinciple.closed_under_I_iff
-- 'McLachlanPrinciple.closed_under_I_iff' depends on axioms: [propext, Classical.choice, Quot.sound]
#print axioms McLachlanPrinciple.twoLevel_rate
-- 'McLachlanPrinciple.twoLevel_rate' depends on axioms: [propext, Classical.choice, Quot.sound]
```

## From the algebra to the Lean proofs

`norm_sq_smul_add` is the quadratic expansion. `isMcLachlan_iff` applies `discrim_le_zero` to it in one direction, and in the other sets \(t=1\) with `u - d` as the direction. `IsMcLachlan.unique` subtracts the two conditions as above.

In `isMcLachlan_iff_diracFrenkel`, the test vector `I • u` supplies the imaginary part, and `Complex.ext` joins it to the real part. `re_inner_eq_zero` then sets `u = d` and takes imaginary parts with `congrArg Complex.im`.

`hasDerivAt_energy` is the product rule, with `hs` using symmetry to equate the real parts of its two terms. `closed_under_I_iff` gets one direction from `re_inner_eq_zero` and the other from the choice \(H=1\), where `e` computes the residual \(-r\) and `h3` shows that \(\|r\|^2=0\). `twoLevel_rate` checks symmetry, membership of `d` in the span with coefficient \(1/2\), orthogonality to the spanning vector (`key`), and the value \(1/2\).

## What to check in your simulation

For a bounded, time-independent Hamiltonian, an ansatz that depends holomorphically on complex parameters has tangent spaces closed under \(i\), so drift in \(\langle x,Hx\rangle\) there points to the numerics or the code, for instance the time integration, the linear solver or the computed tangent vectors. The same holds for the normalised energy if \(x\) itself lies in the tangent space, as it does when the ansatz has a free complex prefactor. With real parameters, such as the rotation angles of a quantum circuit, test whether \(i\) times each tangent vector is again in the real span of the tangent vectors. If it is not, the drift may belong to the variational equations themselves, in which case a smaller time step will not remove it. For a normalised ansatz with a free global phase this test always fails, because \(ix\) is a tangent vector and \(i\cdot ix=-x\) would change the norm; there, apply the test to the parts of the tangent vectors orthogonal to \(x\).
